# Flat-band Stoner model: the energy-minimising moment is zero or maximal, except at the transition point

When electrons are shared between two identical flat spin bands, exchange favours a magnetic moment and the band energy opposes it. "Flat" means here that the density of states is constant across a band of finite width, not that the band has no dispersion. The competition is modelled here by a total energy that depends on one real variable, the moment, with each spin band filled from the bottom and the minimising moments collected in a set.

In Lean 4 with Mathlib:

```lean
import Mathlib

open MeasureTheory

namespace StonerFlatBand

noncomputable section

/-- Density of states of one spin band: the constant `D` on `[0, W]` and zero elsewhere. -/
def dos (D W ε : ℝ) : ℝ := if 0 ≤ ε ∧ ε ≤ W then D else 0

/-- Number of electrons in one spin band filled from energy `0` up to `μ`. -/
def filling (D W μ : ℝ) : ℝ := ∫ ε in (0 : ℝ)..μ, dos D W ε

/-- Energy of one spin band filled from energy `0` up to `μ`. -/
def bandEnergy (D W μ : ℝ) : ℝ := ∫ ε in (0 : ℝ)..μ, ε * dos D W ε

/-- Fermi level of a band with constant density of states `D` that holds `n` electrons, for `D > 0`
and `n` between `0` and the capacity of the band. -/
def fermiLevel (D n : ℝ) : ℝ := n / D

/-- Total energy at moment `m`: both spin bands, with `(N + m) / 2` and `(N - m) / 2` electrons, and
the exchange energy `-I m² / 4`; for `D > 0` and both populations between `0` and `D W`. -/
def totalEnergy (D W I N m : ℝ) : ℝ :=
  bandEnergy D W (fermiLevel D ((N + m) / 2)) +
    bandEnergy D W (fermiLevel D ((N - m) / 2)) - I * m ^ 2 / 4

/-- The moments that minimise `totalEnergy` among all moments with `|m| ≤ M`; meant for `D > 0` and
a bound `M` such that both bands can accommodate all these moments. -/
def groundMoments (D W I N M : ℝ) : Set ℝ :=
  {m | |m| ≤ M ∧ ∀ m', |m'| ≤ M → totalEnergy D W I N m ≤ totalEnergy D W I N m'}

variable {D W I N M : ℝ}

/-- For `D > 0` and `0 ≤ n ≤ D W`, the band filled up to the Fermi level holds `n` electrons. -/
theorem filling_fermiLevel {n : ℝ} (hD : 0 < D) (h0 : 0 ≤ n) (hn : n ≤ D * W) :
    filling D W (fermiLevel D n) = n := by
  have hμ : 0 ≤ n / D := div_nonneg h0 hD.le
  have hW : n / D ≤ W := (div_le_iff₀ hD).2 (by linarith)
  have h : filling D W (n / D) = ∫ _ε in (0 : ℝ)..(n / D), D :=
    intervalIntegral.integral_congr (fun ε hε => by
      rw [Set.uIcc_of_le hμ] at hε
      exact if_pos ⟨hε.1, hε.2.trans hW⟩)
  rw [fermiLevel, h, intervalIntegral.integral_const, smul_eq_mul, sub_zero]
  exact div_mul_cancel₀ n hD.ne'

/-- For `D > 0` and `0 ≤ n ≤ D W`, the band energy of `n` electrons is `n² / (2D)`. -/
theorem bandEnergy_fermiLevel {n : ℝ} (hD : 0 < D) (h0 : 0 ≤ n) (hn : n ≤ D * W) :
    bandEnergy D W (fermiLevel D n) = n ^ 2 / (2 * D) := by
  have hμ : 0 ≤ n / D := div_nonneg h0 hD.le
  have hW : n / D ≤ W := (div_le_iff₀ hD).2 (by linarith)
  have h : bandEnergy D W (n / D) = ∫ ε in (0 : ℝ)..(n / D), ε * D :=
    intervalIntegral.integral_congr (fun ε hε => by
      rw [Set.uIcc_of_le hμ] at hε
      exact congrArg (ε * ·) (if_pos ⟨hε.1, hε.2.trans hW⟩))
  rw [fermiLevel, h, intervalIntegral.integral_mul_const, integral_id]
  field_simp
  ring

/-- Filling from the bottom is optimal: for `D > 0` and `W ≥ 0`, an integrable occupation `f`
with values in `[0, 1]` has at least the energy of the band filled up to the Fermi level with
the same number of electrons. -/
theorem bandEnergy_le_of_occupation {f : ℝ → ℝ} (hD : 0 < D) (hW : 0 ≤ W)
    (hi : IntervalIntegrable f volume 0 W)
    (hf : ∀ ε ∈ Set.Icc 0 W, 0 ≤ f ε ∧ f ε ≤ 1) :
    bandEnergy D W (fermiLevel D (∫ ε in (0 : ℝ)..W, dos D W ε * f ε)) ≤
      ∫ ε in (0 : ℝ)..W, ε * (dos D W ε * f ε) := by
  obtain ⟨μ, hμ⟩ : ∃ μ, μ = ∫ ε in (0 : ℝ)..W, f ε := ⟨_, rfl⟩
  have hμ0 : 0 ≤ μ := hμ ▸ intervalIntegral.integral_nonneg hW (fun ε h => (hf ε h).1)
  have hμW : μ ≤ W := by
    have h := intervalIntegral.integral_mono_on hW hi
      (continuous_const.intervalIntegrable (μ := volume) 0 W) (fun ε h => (hf ε h).2)
    rw [← hμ, intervalIntegral.integral_const, smul_eq_mul] at h
    linarith
  have hdos : ∀ ε ∈ Set.uIcc 0 W, dos D W ε = D := fun ε hε => by
    rw [Set.uIcc_of_le hW] at hε
    exact if_pos hε
  have h1 : (∫ ε in (0 : ℝ)..W, dos D W ε * f ε) = D * μ := by
    rw [hμ, ← intervalIntegral.integral_const_mul]
    exact intervalIntegral.integral_congr (fun ε hε => congrArg (· * f ε) (hdos ε hε))
  have h2 : (∫ ε in (0 : ℝ)..W, ε * (dos D W ε * f ε)) = D * ∫ ε in (0 : ℝ)..W, ε * f ε := by
    rw [← intervalIntegral.integral_const_mul]
    refine intervalIntegral.integral_congr (fun ε hε => ?_)
    change ε * (dos D W ε * f ε) = D * (ε * f ε)
    rw [hdos ε hε]
    ring
  have hεf : IntervalIntegrable (fun ε => ε * f ε) volume 0 W :=
    hi.continuousOn_mul continuousOn_id
  have hg : IntervalIntegrable (fun ε => (ε - μ) * f ε) volume 0 W :=
    hi.continuousOn_mul (by fun_prop)
  have hg1 : IntervalIntegrable (fun ε => (ε - μ) * f ε) volume 0 μ := hg.mono_set (by
    rw [Set.uIcc_of_le hμ0, Set.uIcc_of_le hW]
    exact Set.Icc_subset_Icc le_rfl hμW)
  have hg2 : IntervalIntegrable (fun ε => (ε - μ) * f ε) volume μ W := hg.mono_set (by
    rw [Set.uIcc_of_le hμW, Set.uIcc_of_le hW]
    exact Set.Icc_subset_Icc hμ0 le_rfl)
  -- below the Fermi level full occupation is best, above it empty levels are best
  have a : (∫ ε in (0 : ℝ)..μ, (ε - μ)) ≤ ∫ ε in (0 : ℝ)..μ, (ε - μ) * f ε :=
    intervalIntegral.integral_mono_on hμ0
      (Continuous.intervalIntegrable (by fun_prop) _ _) hg1 (fun ε h => by
        nlinarith [mul_nonneg (sub_nonneg.2 h.2)
          (sub_nonneg.2 (hf ε ⟨h.1, h.2.trans hμW⟩).2)])
  have b : 0 ≤ ∫ ε in μ..W, (ε - μ) * f ε :=
    intervalIntegral.integral_nonneg hμW (fun ε h =>
      mul_nonneg (sub_nonneg.2 h.1) (hf ε ⟨hμ0.trans h.1, h.2⟩).1)
  have c := intervalIntegral.integral_add_adjacent_intervals hg1 hg2
  have d : (∫ ε in (0 : ℝ)..W, (ε - μ) * f ε) = (∫ ε in (0 : ℝ)..W, ε * f ε) - μ * μ := by
    simp_rw [sub_mul]
    rw [intervalIntegral.integral_sub hεf (hi.const_mul μ),
      intervalIntegral.integral_const_mul, ← hμ]
  have e : (∫ ε in (0 : ℝ)..μ, (ε - μ)) = (∫ ε in (0 : ℝ)..μ, ε) - ∫ _ε in (0 : ℝ)..μ, μ :=
    intervalIntegral.integral_sub (continuous_id.intervalIntegrable _ _)
      (continuous_const.intervalIntegrable _ _)
  rw [integral_id, intervalIntegral.integral_const, smul_eq_mul] at e
  have key : μ ^ 2 / 2 ≤ ∫ ε in (0 : ℝ)..W, ε * f ε := by linarith
  rw [h1, h2, bandEnergy_fermiLevel hD (mul_nonneg hD.le hμ0) (by gcongr)]
  calc (D * μ) ^ 2 / (2 * D) = D * (μ ^ 2 / 2) := by field_simp
    _ ≤ _ := mul_le_mul_of_nonneg_left key hD.le

/-- For `D > 0` and a moment that both bands can accommodate, the total energy is
`N² / (4D) + (1 - I D) m² / (4D)`. -/
theorem totalEnergy_eq {m : ℝ} (hD : 0 < D) (hN : |m| ≤ N) (hW : |m| ≤ 2 * D * W - N) :
    totalEnergy D W I N m = N ^ 2 / (4 * D) + (1 - I * D) / (4 * D) * m ^ 2 := by
  obtain ⟨h1, h2⟩ := abs_le.1 hN
  obtain ⟨h3, h4⟩ := abs_le.1 hW
  rw [totalEnergy, bandEnergy_fermiLevel hD (by linarith) (by linarith),
    bandEnergy_fermiLevel hD (by linarith) (by linarith)]
  field_simp
  ring

/-- Let `D > 0` and let both bands accommodate every moment with `|m| ≤ M`, where `M ≥ 0`.
On this window the energy is minimised only at `0` if `I D < 1`, only at `M` and `-M` if
`I D > 1`, and is constant if `I D = 1`. -/
theorem stoner_window (hD : 0 < D) (hM : 0 ≤ M) (hN : M ≤ N) (hW : M ≤ 2 * D * W - N) :
    (I * D < 1 → groundMoments D W I N M = {0}) ∧
    (1 < I * D → groundMoments D W I N M = {M, -M}) ∧
    (I * D = 1 → ∀ m, |m| ≤ M → totalEnergy D W I N m = totalEnergy D W I N 0) := by
  have hE : ∀ m, |m| ≤ M → totalEnergy D W I N m =
      N ^ 2 / (4 * D) + (1 - I * D) / (4 * D) * m ^ 2 :=
    fun m hm => totalEnergy_eq hD (hm.trans hN) (hm.trans hW)
  have h0 : |(0 : ℝ)| ≤ M := by rwa [abs_zero]
  have hMM : |M| ≤ M := (abs_of_nonneg hM).le
  refine ⟨fun h => ?_, fun h => ?_, fun h m hm => ?_⟩
  · -- positive curvature
    have hc : 0 < (1 - I * D) / (4 * D) := div_pos (by linarith) (by linarith)
    ext m
    rw [Set.mem_singleton_iff]
    constructor
    · rintro ⟨hm, hmin⟩
      have h1 := hmin 0 h0
      rw [hE m hm, hE 0 h0] at h1
      by_contra hne
      have h2 : 0 < m ^ 2 := by positivity
      nlinarith [mul_pos hc h2]
    · rintro rfl
      refine ⟨h0, fun m' hm' => ?_⟩
      rw [hE 0 h0, hE m' hm']
      nlinarith [mul_nonneg hc.le (sq_nonneg m')]
  · -- negative curvature
    have hc : (1 - I * D) / (4 * D) < 0 :=
      div_neg_of_neg_of_pos (by linarith) (by linarith)
    have hsq : ∀ m, |m| ≤ M → m ^ 2 ≤ M ^ 2 :=
      fun m hm => sq_le_sq' (abs_le.1 hm).1 (abs_le.1 hm).2
    ext m
    rw [Set.mem_insert_iff, Set.mem_singleton_iff]
    constructor
    · rintro ⟨hm, hmin⟩
      have h1 := hmin M hMM
      rw [hE m hm, hE M hMM] at h1
      have h2 : M ^ 2 ≤ m ^ 2 := by
        by_contra hlt
        nlinarith [mul_pos (neg_pos.2 hc) (sub_pos.2 (not_le.1 hlt))]
      exact sq_eq_sq_iff_eq_or_eq_neg.1 (le_antisymm (hsq m hm) h2)
    · intro hm
      have hm2 : m ^ 2 = M ^ 2 := sq_eq_sq_iff_eq_or_eq_neg.2 hm
      have hmM : |m| ≤ M := by
        rcases hm with rfl | rfl
        · exact hMM
        · rwa [abs_neg]
      refine ⟨hmM, fun m' hm' => ?_⟩
      rw [hE m hmM, hE m' hm', hm2]
      nlinarith [mul_nonneg (neg_pos.2 hc).le (sub_nonneg.2 (hsq m' hm'))]
  · rw [hE m hm, hE 0 h0, h]
    ring

/-- Stoner transition: for `D > 0` and `0 ≤ N ≤ D W`, the energy on `|m| ≤ N` is minimised
only at `0` if `I D < 1`, only at `N` and `-N` if `I D > 1`, and is constant if `I D = 1`. -/
theorem stoner_transition (hD : 0 < D) (hN : 0 ≤ N) (hW : N ≤ D * W) :
    (I * D < 1 → groundMoments D W I N N = {0}) ∧
    (1 < I * D → groundMoments D W I N N = {N, -N}) ∧
    (I * D = 1 → ∀ m, |m| ≤ N → totalEnergy D W I N m = totalEnergy D W I N 0) :=
  stoner_window hD hN le_rfl (by linarith)

/-- Above half filling, `D W ≤ N ≤ 2 D W` with `D > 0`, the same transition takes place on
`|m| ≤ 2 D W - N`, with minimisers `2 D W - N` and its negative if `I D > 1`. -/
theorem stoner_transition_above_half_filling (hD : 0 < D) (hN : D * W ≤ N)
    (hW : N ≤ 2 * D * W) :
    (I * D < 1 → groundMoments D W I N (2 * D * W - N) = {0}) ∧
    (1 < I * D → groundMoments D W I N (2 * D * W - N) =
      {2 * D * W - N, -(2 * D * W - N)}) ∧
    (I * D = 1 → ∀ m, |m| ≤ 2 * D * W - N →
      totalEnergy D W I N m = totalEnergy D W I N 0) :=
  stoner_window hD (by linarith) (by linarith) le_rfl

/-- Stoner criterion: for `D > 0` and `0 < N ≤ D W`, the unpolarised state is the only
minimiser on `|m| ≤ N` exactly when `I D < 1`. -/
theorem unpolarised_iff (hD : 0 < D) (hN : 0 < N) (hW : N ≤ D * W) :
    groundMoments D W I N N = {0} ↔ I * D < 1 := by
  obtain ⟨hpara, hferro, hflat⟩ := stoner_transition (I := I) hD hN.le hW
  refine ⟨fun h => ?_, hpara⟩
  by_contra hlt
  -- otherwise the fully polarised state is a minimiser too
  have hmem : N ∈ groundMoments D W I N N := by
    rcases eq_or_lt_of_le (not_lt.1 hlt) with h1 | h1
    · have hNN : |N| ≤ N := (abs_of_pos hN).le
      exact ⟨hNN, fun m' hm' =>
        ((hflat h1.symm N hNN).trans (hflat h1.symm m' hm').symm).le⟩
    · rw [hferro h1]
      exact Set.mem_insert _ _
  rw [h, Set.mem_singleton_iff] at hmem
  exact hN.ne' hmem

end

end StonerFlatBand
```

```lean
#print axioms StonerFlatBand.bandEnergy_le_of_occupation
#print axioms StonerFlatBand.stoner_transition
#print axioms StonerFlatBand.stoner_transition_above_half_filling
#print axioms StonerFlatBand.unpolarised_iff
```

```
'StonerFlatBand.bandEnergy_le_of_occupation' depends on axioms: [propext, Classical.choice, Quot.sound]
'StonerFlatBand.stoner_transition' depends on axioms: [propext, Classical.choice, Quot.sound]
'StonerFlatBand.stoner_transition_above_half_filling' depends on axioms: [propext, Classical.choice, Quot.sound]
'StonerFlatBand.unpolarised_iff' depends on axioms: [propext, Classical.choice, Quot.sound]
```

## Zero moment or full polarisation

Each spin band has the constant density of states $D>0$ between the energies $0$ and $W$, so it holds at most $DW$ electrons. The two bands together contain $N$ electrons, and the moment $m$ is the number of spin-up electrons minus the number of spin-down electrons. The exchange energy is $-Im^2/4$.

`stoner_transition` treats at most half filling, $0\le N\le DW$, where every moment with $|m|\le N$ is possible:

- If $ID<1$, the only minimiser is $m=0$.
- If $ID>1$, the minimisers are exactly $m=N$ and $m=-N$.
- If $ID=1$, every allowed moment has the same energy.

For $N=0$ the only allowed moment is $0$, and the first two answers coincide.

`stoner_transition_above_half_filling` treats $DW\le N\le 2DW$. The majority band can then be full before the minority band is empty, so the largest moment is $2DW-N$, and this value replaces $N$ in the three cases.

`unpolarised_iff` turns the first case into an equivalence for $0<N\le DW$: the unpolarised state is the only minimiser exactly when $ID<1$. At $N=0$ this equivalence fails for $ID\ge 1$, because $m=0$ is then the only minimiser whatever $I$ is.

## Bands, populations and the exchange constant

`dos` is the box-shaped density of states. `filling` and `bandEnergy` integrate it, without and with the weight $\varepsilon$, from $0$ to a chosen level. Despite its name, `filling` is a number of electrons and not a fraction. `fermiLevel` is the level $n/D$ for $n$ electrons in one band, measured from the bottom of that band. In a polarised state the two spins therefore have different values of `fermiLevel`. With the exchange shifts $\mp Im/2$ of the two bands included, the levels still differ by $m(1-ID)/D$. The textbook picture of one common Fermi level applies to the minimising states. For $ID\le1$ the two shifted levels coincide there. For $ID>1$ the minority band is empty or the majority band is full, and the shifted level of the other band serves as the common Fermi level. The picture does not in general apply to an arbitrary prescribed moment.

`totalEnergy` puts $(N+m)/2$ electrons in one band and $(N-m)/2$ in the other, then adds the exchange term. `groundMoments` is the set of minimisers on a window $|m|\le M$, where $M$ is a bound on the moment and not a magnetisation.

The constant $I$, the Stoner parameter, measures how much energy the electrons gain by aligning their spins. It is postulated, and the theorems need no assumption about its sign. Here $D$ counts states per spin; with the density of states of both spins together, the critical value of the product would be $2$. The quantities $N$ and $m$ are real numbers, naturally read as values per atom.

Stoner's criterion is usually applied to a general density of states, where it detects an instability at small moment. In the flat band the energy is exactly quadratic in $m$, so the same inequality also selects the global minimum. Besides the constant density of states, the model makes the rigid-band assumption: that polarisation changes only the occupations of fixed bands, with all exchange effects contained in $-Im^2/4$. Spin–orbit coupling, which mixes the two spins and is strongest in heavy elements, is absent.

## From one filled band to a parabola in the moment

**One band.** Let $0\le n\le DW$ and $\mu=n/D$. Then $0\le\mu\le W$, and

$$
\int_0^\mu D\,d\varepsilon=D\mu=n,\qquad
\int_0^\mu \varepsilon D\,d\varepsilon=\frac{D\mu^2}{2}=\frac{n^2}{2D}.
$$

These are `filling_fermiLevel` and `bandEnergy_fermiLevel`. In both proofs `integral_congr` replaces the box function by $D$, which is allowed because the integration stays inside the band. The remaining integrals are elementary.

**Filling from the bottom.** Let $f$ be any integrable occupation on $[0,W]$ with $0\le f\le1$, and now set $\mu=\int_0^W f\,d\varepsilon$. Then $0\le\mu\le W$, and the band holds $D\mu$ electrons. Above $\mu$ the product $(\varepsilon-\mu)f$ is non-negative. Below $\mu$ the factor $\varepsilon-\mu$ is non-positive, so replacing $f$ by $1$ can only lower the integral. Hence

$$
\int_0^W(\varepsilon-\mu)f\,d\varepsilon\;\ge\;\int_0^\mu(\varepsilon-\mu)\,d\varepsilon=-\frac{\mu^2}{2}.
$$

The left side equals $\int_0^W\varepsilon f\,d\varepsilon-\mu^2$, so $\int_0^W\varepsilon f\,d\varepsilon\ge\mu^2/2$. Multiplication by $D$ gives at least $D\mu^2/2$, the energy of the band filled from the bottom with the same number of electrons.

This is `bandEnergy_le_of_occupation`. Its steps `a` and `b` are the estimates below and above $\mu$, `c` joins the two intervals, `d` and `e` expand the integrals, and `key` is the bound $\mu^2/2$. The later theorems do not use this lemma; it justifies the choice of band energy in `totalEnergy`.

**Both bands.** The populations $(N\pm m)/2$ lie between $0$ and $DW$ exactly when $|m|\le N$ and $|m|\le 2DW-N$. Under these conditions the total energy $E(m)$ is

$$
E(m)=\frac{(N+m)^2+(N-m)^2}{8D}-\frac{Im^2}{4}
=\frac{N^2}{4D}+\frac{1-ID}{4D}\,m^2 .
$$

In `totalEnergy_eq`, `linarith` supplies the bounds on the populations, and `field_simp` and `ring` do the algebra.

**The sign of the coefficient.** Let $M\ge0$ be a bound for which every $|m|\le M$ is possible. Two differences settle the three cases:

$$
E(m)-E(0)=\frac{1-ID}{4D}\,m^2,\qquad
E(m)-E(M)=\frac{1-ID}{4D}\,(m^2-M^2).
$$

If $ID<1$, the first difference is positive for every $m\ne0$. If $ID>1$, the second is a negative coefficient times a non-positive factor, so it is non-negative and vanishes only when $m^2=M^2$, that is, at $m=\pm M$. If $ID=1$, both vanish.

`stoner_window` follows this argument. The formula for $E$ is stored as `hE`, the sign of the coefficient as `hc`, and `ext m` reduces each equality of sets to two implications: a minimiser has the stated value, and the stated value is a minimiser. `stoner_transition` is the case $M=N$, and the theorem above half filling is the case $M=2DW-N$.

For `unpolarised_iff`, one direction is already known. For the other, suppose $ID\ge1$. Then $m=N$ is also a minimiser, either because the energy is constant or because $ID>1$. Since $N>0$, the set of minimisers is not $\{0\}$.

## The parabola in a fixed-spin-moment calculation

In density functional practice, a fixed-spin-moment calculation constrains $m$, converges the energy, and repeats this for a series of moments. The resulting curve $E(m)$ plays the role of `totalEnergy`, which reproduces it only within the rigid flat-band model. The curvature at $m=0$ shows whether the non-magnetic solution is stable against a small moment.

As an illustration with invented numbers, take $D=1$ state per eV and spin, $W=2$ eV and $N=1.5$. For $I=0.8$ eV the energy relative to $m=0$ is $+0.05\,m^2$ eV, and the system stays unpolarised. For $I=1.2$ eV it is $-0.05\,m^2$ eV, so the minimisers are $m=\pm1.5$, which lie $0.1125$ eV below the unpolarised state.

In a real metal the density of states varies with energy, and the curve acquires higher powers of $m$. These can stabilise a moment between zero and the maximum, which the flat band never selects as an isolated minimum.
